# The spherical Bessel transform of a Gaussian orbital \(r^l e^{-ar^2}\) peaks at \(k=\sqrt{2al}\)

A reciprocal-space cutoff chosen from a Gaussian's exponent alone can cut off a high-angular-momentum function right at its peak. At wave number \(k=\sqrt{8a}\), an s-type Gaussian with exponent \(a\) has fallen to \(e^{-2}\), about 14%, of its maximum. The g-type function (\(l=4\)) with the same exponent has its maximum exactly there. The closed form of the transform shows how the required range of \(k\) depends on both \(a\) and \(l\), for a single uncontracted Gaussian.

```lean
import Mathlib

open Real MeasureTheory Set
open scoped Nat

namespace GaussianBesselTransform

noncomputable section
```

## The orbital and its transform

For a natural number \(l\) and real \(x\), the spherical Bessel function is defined by its power series,
\[
j_l(x)=x^l\sum_{n=0}^{\infty}\frac{(-x^2/2)^n}{n!\,(2l+2n+1)!!},
\]
where \((2m+1)!!=1\cdot3\cdots(2m+1)\). In Lean, `∑'` is the infinite sum, `‼` is the double factorial, and `-x ^ 2` means \(-(x^2)\).

```lean
/-- The spherical Bessel function `j_l(x)`, given by its power series. -/
def sphBessel (l : ℕ) (x : ℝ) : ℝ :=
  x ^ l * ∑' n : ℕ, (-x ^ 2 / 2) ^ n / ((n ! : ℝ) * ((2 * l + 2 * n + 1)‼ : ℝ))
```

The radial orbital is \(r^l e^{-ar^2}\), with \(r\) the distance from the nucleus. Its transform includes the volume factor \(r^2\):
\[
T_l(a,k)=\int_0^\infty r^{l+2}\,j_l(kr)\,e^{-ar^2}\,dr .
\]
This is `transform l a k`, a Lebesgue integral over `Ioi 0`, the open half-line. The orbital is not normalised, and the angular factors and constants of the three-dimensional Fourier transform are left out. They do not depend on \(k=|\mathbf k|\), so they cancel in amplitudes taken relative to the peak.

```lean
/-- The spherical Bessel transform, at wave number `k`, of the radial Gaussian orbital
`r^l exp(-a r²)`, with volume element `r² dr`. -/
def transform (l : ℕ) (a k : ℝ) : ℝ :=
  ∫ r in Ioi (0 : ℝ), r ^ (l + 2) * sphBessel l (k * r) * exp (-a * r ^ 2)
```

The candidate for the peak position is \(K=\sqrt{2al}\). Here it is only a name for a number; that the maximum lies there is proved below.

```lean
/-- The wave number `√(2 a l)`, for an exponent `a ≥ 0`. -/
def peak (l : ℕ) (a : ℝ) : ℝ := √(2 * a * l)
```

The case \(l=0\) checks the normalisation of the series. Since \((2n+1)!=(2n+1)!!\,2^n n!\),
\[
x\,j_0(x)=\sum_{n=0}^\infty\frac{(-1)^n x^{2n+1}}{2^n n!\,(2n+1)!!}
=\sum_{n=0}^\infty\frac{(-1)^n x^{2n+1}}{(2n+1)!}=\sin x .
\]
The proof compares the two series term by term: `hf` is the factorial identity and `hx` separates the sign and the power of two.

```lean
/-- For `l = 0` the series satisfies `x j_0(x) = sin x` at every real `x`. -/
theorem mul_sphBessel_zero (x : ℝ) : x * sphBessel 0 x = sin x := by
  rw [sphBessel, ← (Real.hasSum_sin x).tsum_eq, pow_zero, one_mul, ← tsum_mul_left]
  refine tsum_congr fun n => ?_
  have hf : ((2 * n + 1)! : ℝ) = ((2 * n + 1)‼ : ℝ) * (2 ^ n * (n ! : ℝ)) := by
    have h : (2 * n + 1)! = (2 * n + 1)‼ * (2 ^ n * n !) := by
      rw [Nat.factorial_eq_mul_doubleFactorial, Nat.doubleFactorial_two_mul]
    exact_mod_cast h
  have hx : (-x ^ 2 / 2) ^ n = (-1) ^ n * x ^ (2 * n) / 2 ^ n := by
    rw [pow_mul x 2 n, ← mul_pow, ← div_pow]
    congr 1
    ring
  rw [hf, hx, show 2 * 0 + 2 * n + 1 = 2 * n + 1 by ring]
  ring
```

## Even moments of a Gaussian

The integrals that will appear are Gamma functions at half-integers. From \(\Gamma(3/2)=\sqrt\pi/2\) and \(\Gamma(z+1)=z\,\Gamma(z)\), with \(m+\tfrac32=(2m+3)/2\), each increase of \(m\) by one supplies the next odd factor and another factor \(1/2\). Hence
\[
\Gamma\!\left(m+\tfrac32\right)=\frac{(2m+1)!!\,\sqrt\pi}{2^{m+1}} .
\]
The Lean proof is this induction on \(m\).

```lean
/-- The Gamma function at the half-integers `m + 3/2` is a double factorial times `√π`. -/
theorem gamma_half (m : ℕ) :
    Real.Gamma ((m : ℝ) + 3 / 2) = ((2 * m + 1)‼ : ℝ) * √π / 2 ^ (m + 1) := by
  induction m with
  | zero =>
    rw [show ((0 : ℕ) : ℝ) + 3 / 2 = 1 / 2 + 1 by norm_num,
      Real.Gamma_add_one (by norm_num), Real.Gamma_one_half_eq]
    norm_num [Nat.doubleFactorial]
    ring
  | succ m ih =>
    have hm : (m : ℝ) + 3 / 2 ≠ 0 := by positivity
    rw [show ((m + 1 : ℕ) : ℝ) + 3 / 2 = ((m : ℝ) + 3 / 2) + 1 by push_cast; ring,
      Real.Gamma_add_one hm, ih, show 2 * (m + 1) + 1 = (2 * m + 1) + 2 by ring,
      Nat.doubleFactorial_add_two]
    push_cast
    ring
```

For \(a>0\), the substitution \(u=ar^2\) gives
\[
\int_0^\infty r^{2m+2}e^{-ar^2}\,dr=\frac{\Gamma(m+\frac32)}{2\,a^{m+3/2}}
=\frac{(2m+1)!!\,\sqrt\pi}{2^{m+2}a^{m+3/2}} .
\]
Mathlib already has the Gamma-function form of the integral; the proof specialises its exponents and inserts `gamma_half`.

```lean
/-- The even radial moments of a Gaussian with exponent `a > 0`. -/
theorem gaussian_moment {a : ℝ} (ha : 0 < a) (m : ℕ) :
    ∫ r in Ioi (0 : ℝ), r ^ (2 * m + 2) * exp (-a * r ^ 2) =
      ((2 * m + 1)‼ : ℝ) * √π / (2 ^ (m + 2) * a ^ ((m : ℝ) + 3 / 2)) := by
  have hq : (-1 : ℝ) < ((2 * m + 2 : ℕ) : ℝ) := by
    have := Nat.cast_nonneg (α := ℝ) (2 * m + 2)
    linarith
  have h := integral_rpow_mul_exp_neg_mul_rpow (p := 2) two_pos hq ha
  simp only [Real.rpow_natCast, Real.rpow_two] at h
  rw [h, show -(((2 * m + 2 : ℕ) : ℝ) + 1) / 2 = -((m : ℝ) + 3 / 2) by push_cast; ring,
    show (((2 * m + 2 : ℕ) : ℝ) + 1) / 2 = (m : ℝ) + 3 / 2 by push_cast; ring,
    gamma_half, Real.rpow_neg ha.le]
  ring
```

## A Gaussian in \(r\) becomes a Gaussian in \(k\)

Insert the Bessel series into the integrand:
\[
r^{l+2}j_l(kr)e^{-ar^2}=\sum_{n=0}^\infty c_n\,r^{2(l+n)+2}e^{-ar^2},\qquad
c_n=\frac{k^l(-k^2/2)^n}{n!\,(2l+2n+1)!!}.
\]
Integrating the \(n\)th term uses the moment with \(m=l+n\). Its double factorial cancels the one in \(c_n\), leaving
\[
\frac{\sqrt\pi\,k^l}{2^{l+2}a^{l+3/2}}\;\frac{1}{n!}\left(-\frac{k^2}{4a}\right)^n .
\]
The absolute values of these terms sum to a finite number, \(e^{k^2/(4a)}\) times the absolute value of the prefactor, so sum and integral may be exchanged. The remaining series is an exponential:
\[
T_l(a,k)=\frac{\sqrt\pi\,k^l}{2^{l+2}a^{l+3/2}}\,e^{-k^2/(4a)} .
\]
The theorem states this for every natural \(l\), every \(a>0\) and every real \(k\). In the proof, `hpt` expands the integrand, `hval` evaluates each term, and `hint` and `hsum` supply the integrability and summability needed for the exchange.

```lean
/-- The spherical Bessel transform of a Gaussian orbital with exponent `a > 0` is again
`k^l` times a Gaussian, now in the wave number `k`. -/
theorem transform_eq (l : ℕ) {a : ℝ} (ha : 0 < a) (k : ℝ) :
    transform l a k =
      √π * k ^ l * exp (-k ^ 2 / (4 * a)) / (2 ^ (l + 2) * a ^ ((l : ℝ) + 3 / 2)) := by
  obtain ⟨g, hg⟩ : ∃ g : ℕ → ℝ → ℝ, ∀ n r,
    g n r = r ^ (2 * (l + n) + 2) * exp (-a * r ^ 2) := ⟨_, fun _ _ => rfl⟩
  obtain ⟨c, hc⟩ : ∃ c : ℕ → ℝ, ∀ n, c n = k ^ l * ((-k ^ 2 / 2) ^ n /
    ((n ! : ℝ) * ((2 * l + 2 * n + 1)‼ : ℝ))) := ⟨_, fun _ => rfl⟩
  have hg0 : ∀ n r, 0 ≤ g n r := fun n r => by
    rw [hg]
    exact mul_nonneg (Even.pow_nonneg ⟨l + n + 1, by ring⟩ r) (exp_pos _).le
  -- the integrand as a series of Gaussian moments
  have hpt : ∀ r, r ^ (l + 2) * sphBessel l (k * r) * exp (-a * r ^ 2) =
      ∑' n, c n * g n r := fun r => by
    rw [sphBessel, ← tsum_mul_left, ← tsum_mul_left, ← tsum_mul_right]
    refine tsum_congr fun n => ?_
    have hx : (-(k * r) ^ 2 / 2) ^ n = (-k ^ 2 / 2) ^ n * r ^ (2 * n) := by
      rw [pow_mul r 2 n, ← mul_pow]
      congr 1
      ring
    rw [hc, hg, hx]
    ring
  -- the double factorials cancel in each term
  have hval : ∀ n, c n * ∫ r in Ioi (0 : ℝ), g n r =
      √π * k ^ l / (2 ^ (l + 2) * a ^ ((l : ℝ) + 3 / 2)) *
        ((-k ^ 2 / (4 * a)) ^ n / (n ! : ℝ)) := fun n => by
    have hp : a ^ (((l + n : ℕ) : ℝ) + 3 / 2) = a ^ ((l : ℝ) + 3 / 2) * a ^ n := by
      rw [← Real.rpow_natCast a n, ← Real.rpow_add ha]
      congr 1
      push_cast
      ring
    have hz : (-k ^ 2 / (4 * a)) ^ n = (-k ^ 2 / 2) ^ n / (2 ^ n * a ^ n) := by
      rw [← mul_pow, ← div_pow]
      congr 1
      ring
    have hD : ((2 * l + 2 * n + 1)‼ : ℝ) ≠ 0 := by
      exact_mod_cast (Nat.doubleFactorial_pos _).ne'
    simp only [hg]
    rw [gaussian_moment ha, hc, hp, hz, show 2 * (l + n) + 1 = 2 * l + 2 * n + 1 by ring]
    generalize (-k ^ 2 / 2) ^ n = q
    linear_combination (k ^ l * q * √π / (2 ^ (l + 2) * a ^ ((l : ℝ) + 3 / 2) *
      2 ^ n * a ^ n * (n ! : ℝ))) * mul_inv_cancel₀ hD
  have hint : ∀ n, Integrable (fun r => c n * g n r) (volume.restrict (Ioi 0)) := fun n => by
    have hq : (-1 : ℝ) < ((2 * (l + n) + 2 : ℕ) : ℝ) := by
      have := Nat.cast_nonneg (α := ℝ) (2 * (l + n) + 2)
      linarith
    have h := integrableOn_rpow_mul_exp_neg_mul_sq ha hq
    simp only [Real.rpow_natCast] at h
    simp only [hg]
    exact Integrable.const_mul h (c n)
  have hsum : Summable fun n => ∫ r in Ioi (0 : ℝ), ‖c n * g n r‖ := by
    refine (((Real.summable_pow_div_factorial (-k ^ 2 / (4 * a))).mul_left
      (√π * k ^ l / (2 ^ (l + 2) * a ^ ((l : ℝ) + 3 / 2)))).abs).congr fun n => ?_
    rw [← hval n, abs_mul, abs_of_nonneg (integral_nonneg (hg0 n)), ← integral_const_mul]
    congr 1
    ext r
    rw [norm_mul, Real.norm_eq_abs, Real.norm_eq_abs, abs_of_nonneg (hg0 n r)]
  -- exchange sum and integral, then resum the exponential series
  have hs := hasSum_integral_of_summable_integral_norm hint hsum
  have hexp : exp (-k ^ 2 / (4 * a)) = ∑' n : ℕ, (-k ^ 2 / (4 * a)) ^ n / (n ! : ℝ) := by
    rw [Real.exp_eq_exp_ℝ, NormedSpace.exp_eq_tsum_div]
  unfold transform
  simp_rw [hpt]
  rw [← hs.tsum_eq]
  simp_rw [integral_const_mul, hval]
  rw [tsum_mul_left, ← hexp]
  ring
```

## The strict maximum

For \(l=0\) the closed form is a plain Gaussian in \(k\), with its maximum at \(k=0=K\). Now let \(l\ge1\), so that \(K>0\), and set \(s=k/K\). Because \(K^2=2al\), we have \(k^2/(4a)=ls^2/2\), and dividing the closed form by its value at \(K\) gives
\[
\frac{T_l(a,k)}{T_l(a,K)}=\left(s\,e^{(1-s^2)/2}\right)^l .
\]
At fixed \(l\), changing the exponent therefore only rescales the \(k\) axis and the overall height. Lean states the identity as a product instead of a quotient. The steps `he` and `hk` factor the exponential and the power of \(k\) separately.

```lean
/-- For `a > 0` and `l ≥ 1`, the transform in units of its value at `√(2 a l)` depends only
on `l` and on the ratio of `k` to `√(2 a l)`. -/
theorem transform_shape {l : ℕ} (hl : 1 ≤ l) {a : ℝ} (ha : 0 < a) (k : ℝ) :
    transform l a k = transform l a (peak l a) *
      (k / peak l a * exp ((1 - (k / peak l a) ^ 2) / 2)) ^ l := by
  have hl0 : (0 : ℝ) < l := by exact_mod_cast hl
  have hK : 0 < peak l a := Real.sqrt_pos.mpr (by positivity)
  have hK2 : peak l a ^ 2 = 2 * a * l := Real.sq_sqrt (by positivity)
  have he : exp (-k ^ 2 / (4 * a)) = exp (-peak l a ^ 2 / (4 * a)) *
      exp ((1 - (k / peak l a) ^ 2) / 2) ^ l := by
    rw [← Real.exp_nat_mul, ← Real.exp_add, div_pow, hK2]
    congr 1
    field
  have hk : k ^ l = peak l a ^ l * (k / peak l a) ^ l := by
    have h : peak l a * (k / peak l a) = k := by field
    rw [← mul_pow, h]
  rw [transform_eq l ha k, transform_eq l ha (peak l a), he, hk]
  generalize k / peak l a = s
  rw [mul_pow]
  ring
```

Every factor in the closed form is positive at \(k=K\), so \(T_l(a,K)>0\).

```lean
/-- For `a > 0` and `l ≥ 1`, the transform is positive at `k = √(2 a l)`. -/
theorem transform_peak_pos {l : ℕ} (hl : 1 ≤ l) {a : ℝ} (ha : 0 < a) :
    0 < transform l a (peak l a) := by
  have hl0 : (0 : ℝ) < l := by exact_mod_cast hl
  have hK : 0 < peak l a := Real.sqrt_pos.mpr (by positivity)
  rw [transform_eq l ha]
  positivity
```

It remains to show that \(s\,e^{(1-s^2)/2}<1\) for \(s\ge0\), \(s\ne1\). From \((s-1)^2>0\) and \(1+y\le e^y\) with \(y=(s^2-1)/2\),
\[
s<\frac{s^2+1}{2}\le e^{(s^2-1)/2}.
\]
Multiplying by \(e^{(1-s^2)/2}\) gives the bound, and its \(l\)th power is still below one. Thus \(T_l(a,k)<T_l(a,K)\) for every \(k\ge0\) other than \(K\). In the code, `h1` is the displayed inequality, `h4` the bound and `h5` its power.

```lean
/-- For `a > 0` and `l ≥ 1`, the transform has its strict maximum over all wave numbers
`k ≥ 0` at `k = √(2 a l)`. -/
theorem transform_lt_peak {l : ℕ} (hl : 1 ≤ l) {a k : ℝ} (ha : 0 < a) (hk : 0 ≤ k)
    (hne : k ≠ peak l a) : transform l a k < transform l a (peak l a) := by
  have hl0 : (0 : ℝ) < l := by exact_mod_cast hl
  have hK : 0 < peak l a := Real.sqrt_pos.mpr (by positivity)
  have hs0 : 0 ≤ k / peak l a := div_nonneg hk hK.le
  have hs1 : k / peak l a ≠ 1 := fun h => hne ((div_eq_one_iff_eq hK.ne').mp h)
  rw [transform_shape hl ha k]
  generalize k / peak l a = s at hs0 hs1
  -- `s < (s² + 1)/2 ≤ exp((s² - 1)/2)` away from `s = 1`
  have h1 : s < exp ((s ^ 2 - 1) / 2) := by
    have h2 := Real.add_one_le_exp ((s ^ 2 - 1) / 2)
    have h3 : 0 < (s - 1) ^ 2 := sq_pos_of_ne_zero (sub_ne_zero.mpr hs1)
    nlinarith
  have h4 : s * exp ((1 - s ^ 2) / 2) < 1 := by
    calc s * exp ((1 - s ^ 2) / 2)
        < exp ((s ^ 2 - 1) / 2) * exp ((1 - s ^ 2) / 2) :=
          mul_lt_mul_of_pos_right h1 (exp_pos _)
      _ = 1 := by
          rw [← Real.exp_add, show (s ^ 2 - 1) / 2 + (1 - s ^ 2) / 2 = 0 by ring, Real.exp_zero]
  have h5 : (s * exp ((1 - s ^ 2) / 2)) ^ l < 1 :=
    pow_lt_one₀ (mul_nonneg hs0 (exp_pos _).le) h4 (by omega)
  exact mul_lt_of_lt_one_right (transform_peak_pos hl ha) h5
```

## Tighter functions with higher \(l\) reach further

To compare two orbitals, measure each amplitude relative to its own peak. For \(k>0\), taking the logarithm of the shape formula gives
\[
\frac{T_l(a,k)}{T_l(a,K)}
=\exp\!\left[l\left(\ln k-\tfrac12\ln(2al)+\tfrac12\right)-\frac{k^2}{4a}\right].
\]
Lean's `log` is the natural logarithm.

```lean
/-- For `a > 0`, `l ≥ 1` and `k > 0`, the amplitude relative to the peak, in exponential form. -/
theorem relative_amplitude {l : ℕ} (hl : 1 ≤ l) {a k : ℝ} (ha : 0 < a) (hk : 0 < k) :
    transform l a k / transform l a (peak l a) =
      exp (l * (log k - log (2 * a * l) / 2 + 1 / 2) - k ^ 2 / (4 * a)) := by
  have hl0 : (0 : ℝ) < l := by exact_mod_cast hl
  have hx : 0 < 2 * a * l := by positivity
  have hq : (k / peak l a) ^ 2 = k ^ 2 / (2 * a * l) := by
    rw [div_pow, peak, Real.sq_sqrt hx.le]
  have hs : k / peak l a = exp (log k - log (2 * a * l) / 2) := by
    rw [Real.exp_sub, Real.exp_log hk, ← Real.log_sqrt hx.le,
      Real.exp_log (Real.sqrt_pos.mpr hx), peak]
  have hc : (l : ℝ) * (k ^ 2 / (2 * a * l)) = k ^ 2 / (2 * a) := by field
  rw [transform_shape hl ha k, mul_div_cancel_left₀ _ (transform_peak_pos hl ha).ne',
    hq, hs, ← Real.exp_add, ← Real.exp_nat_mul]
  congr 1
  linear_combination (-1 / 2) * hc
```

Take a second orbital with \(a'\ge a>0\) and \(l'\ge l\ge1\), and write \(K'=\sqrt{2a'l'}\). Assume \(al<a'l'\), which under the other conditions says only that the two orbitals are not identical. Let \(k\ge K'\). The exponent for \((a',l')\) minus that for \((a,l)\) is
\[
\begin{aligned}
D={}&(l'-l)\ln\frac{k}{K'}-\frac l2\ln\frac{a'l'}{al}\\
&+\frac{l'-l}{2}+\frac{k^2}{4a}-\frac{k^2}{4a'} .
\end{aligned}
\]
Three estimates settle its sign. The first term is nonnegative because \(k\ge K'\). The inequality \(\ln x<x-1\) for positive \(x\ne1\), at \(x=a'l'/(al)\), gives
\[
\frac l2\ln\frac{a'l'}{al}<\frac12\left(\frac{l'a'}{a}-l\right).
\]
Finally, \(k^2\ge2a'l'\) gives
\[
\frac{k^2}{4a}-\frac{k^2}{4a'}=\frac{k^2(a'-a)}{4aa'}\ge\frac{l'}{2}\left(\frac{a'}{a}-1\right).
\]
Adding these bounds to \((l'-l)/2\), everything cancels and \(D>0\). In the proof, `h3` is the first estimate, `h1` is twice the second and `h2` is the third; `linarith` adds them.

So wherever beyond \(K'\) the function with \((a',l')\) has dropped to a given fraction of its peak, the one with \((a,l)\) has already dropped below that fraction. This is the sense in which tight high-\(l\) functions need larger cutoffs. The condition \(k\ge K'\) cannot be relaxed to all \(k>0\): at \(k=K\) the first orbital is at its maximum and the second is not, so the order is reversed.

The theorem leaves out an s-type first orbital (\(l=0\)), whose amplitude relative to its peak is \(e^{-k^2/(4a)}\). For \(l'\ge1\), \(a'\ge a\) and \(k\ge K'\) the same conclusion holds, because the second relative amplitude is \((k/K')^{l'}e^{l'/2}e^{-k^2/(4a')}\), which is larger.

The comparison concerns pointwise amplitudes of single Gaussians. It gives no bound on the norm or energy lost by truncation, and it does not rank a tighter function of lower \(l\) against a more diffuse one of higher \(l\).

```lean
/-- Let `0 < a ≤ a'` and `1 ≤ l ≤ l'` with `a l < a' l'`. At every `k ≥ √(2 a' l')` the amplitude
relative to the peak is strictly larger for `(a', l')` than for `(a, l)`. -/
theorem tail_lt_of_tighter {l l' : ℕ} {a a' k : ℝ} (hl : 1 ≤ l) (hll : l ≤ l')
    (ha : 0 < a) (haa : a ≤ a') (hlt : a * l < a' * l') (hk : peak l' a' ≤ k) :
    transform l a k / transform l a (peak l a) <
      transform l' a' k / transform l' a' (peak l' a') := by
  have ha' : 0 < a' := ha.trans_le haa
  have hl0 : (0 : ℝ) < l := by exact_mod_cast hl
  have hll' : (l : ℝ) ≤ l' := by exact_mod_cast hll
  have hl0' : (0 : ℝ) < l' := hl0.trans_le hll'
  have hx : 0 < 2 * a * l := by positivity
  have hx' : 0 < 2 * a' * l' := by positivity
  have hK : 0 < peak l' a' := Real.sqrt_pos.mpr hx'
  have hk0 : 0 < k := hK.trans_le hk
  have hk2 : 2 * a' * l' ≤ k ^ 2 := by
    have h : peak l' a' ^ 2 = 2 * a' * l' := Real.sq_sqrt hx'.le
    nlinarith
  rw [relative_amplitude hl ha hk0, relative_amplitude (hl.trans hll) ha' hk0, Real.exp_lt_exp]
  -- the shift of the peak, bounded by `log x < x - 1`
  have h1 : l * (log (2 * a' * l') - log (2 * a * l)) < l' * (a' / a) - l := by
    have hne : 2 * a' * l' / (2 * a * l) ≠ 1 := fun h => by
      have := (div_eq_one_iff_eq hx.ne').mp h
      linarith
    have h := Real.log_lt_sub_one_of_pos (div_pos hx' hx) hne
    rw [Real.log_div hx'.ne' hx.ne'] at h
    have e : (l : ℝ) * (2 * a' * l' / (2 * a * l) - 1) = l' * (a' / a) - l := by field
    rw [← e]
    exact mul_lt_mul_of_pos_left h hl0
  -- the difference of the Gaussian exponents, bounded using `k² ≥ 2 a' l'`
  have h2 : 0 ≤ k ^ 2 / (4 * a) - k ^ 2 / (4 * a') - (l' * (a' / a) / 2 - l' / 2) := by
    have e : k ^ 2 / (4 * a) - k ^ 2 / (4 * a') - (l' * (a' / a) / 2 - l' / 2) =
        (a' - a) * (k ^ 2 - 2 * a' * l') / (4 * a * a') := by field
    rw [e]
    exact div_nonneg (mul_nonneg (by linarith) (by linarith)) (by positivity)
  have h3 : 0 ≤ ((l' : ℝ) - l) * (log k - log (2 * a' * l') / 2) := by
    refine mul_nonneg (by linarith) ?_
    have h := Real.log_le_log hK hk
    rw [peak, Real.log_sqrt hx'.le] at h
    linarith
  linarith

end

end GaussianBesselTransform
```

```lean
#print axioms GaussianBesselTransform.mul_sphBessel_zero
#print axioms GaussianBesselTransform.transform_eq
#print axioms GaussianBesselTransform.transform_lt_peak
#print axioms GaussianBesselTransform.tail_lt_of_tighter
```

```
'GaussianBesselTransform.mul_sphBessel_zero' depends on axioms: [propext, Classical.choice, Quot.sound]
'GaussianBesselTransform.transform_eq' depends on axioms: [propext, Classical.choice, Quot.sound]
'GaussianBesselTransform.transform_lt_peak' depends on axioms: [propext, Classical.choice, Quot.sound]
'GaussianBesselTransform.tail_lt_of_tighter' depends on axioms: [propext, Classical.choice, Quot.sound]
```
